# Exact Ising-field decoupling of the on-site Hubbard interaction for commuting idempotent occupation matrices

Q: You must first decide what an occupation operator is. I expected creation and annihilation operators on a Fock space, and I see none.

A: Only the algebra of the occupations is kept. Sites are i = 0, …, L−1 (`Fin L`), and n_i↑ = `up i`, n_i↓ = `dn i` are complex matrices of finite size, indexed by `d`. Idempotence, n² = n, allows only the eigenvalues 0 and 1, which is Pauli exclusion per spin orbital. All occupations commute. Hermiticity is not required.

```lean
import Mathlib

open Matrix

namespace LatticeHubbardStratonovich

noncomputable section

variable {d : Type*} [Fintype d] [DecidableEq d] {L : ℕ}

/-- The spin-up and spin-down occupation operators on `L` sites are idempotent and
commute pairwise. -/
structure Occupations (up dn : Fin L → Matrix d d ℂ) : Prop where
  idem_up : ∀ i, IsIdempotentElem (up i)
  idem_dn : ∀ i, IsIdempotentElem (dn i)
  comm_uu : ∀ i j, Commute (up i) (up j)
  comm_ud : ∀ i j, Commute (up i) (dn j)
  comm_dd : ∀ i j, Commute (dn i) (dn j)
```

Q: What would change with fermion operators?

A: With matrices c_iσ (σ = ↑, ↓) obeying the canonical anticommutation relations and n_iσ = c†_iσ c_iσ, idempotence and commutation would be derived, and a hopping term could be written down. Here they are assumed, so the identity holds for any matrices obeying them.

Q: State the claim.

A: Take an imaginary-time step Δτ (a real number), real interactions U_i, and complex couplings λ_i with

cosh λ_i = exp(Δτ U_i / 2).

This condition makes the field-averaged weight of a singly occupied site equal its Boltzmann factor. With Ising fields s_i = ±1,

exp(−Δτ Σ_i U_i (n_i↑ n_i↓ − (n_i↑ + n_i↓)/2)) = 2^(−L) Σ_s exp(Σ_i λ_i s_i (n_i↑ − n_i↓)).

For one site write n = n↑ and m = n↓. The bracket is `siteInteraction`, the usual Hubbard term nm with the one-body shift −(n + m)/2. For Σ_i U_i n_i↑ n_i↓ alone, multiply both sides by the one-body factor exp(−Δτ Σ_i U_i (n_i↑ + n_i↓)/2), which commutes with all occupations. The operator Q = n + m − 2nm is `singleOcc`. A configuration is a map `Fin L → Bool`, with `true` read as +1.

```lean
/-- The on-site interaction operator `n m - (n + m)/2`. -/
def siteInteraction (n m : Matrix d d ℂ) : Matrix d d ℂ := n * m - (1 / 2 : ℂ) • (n + m)

/-- The single-occupancy operator `Q = n + m - 2 n m`. -/
def singleOcc (n m : Matrix d d ℂ) : Matrix d d ℂ := n + m - (2 : ℂ) • (n * m)

/-- The lattice Hubbard interaction `∑ᵢ Uᵢ (nᵢ↑ nᵢ↓ - (nᵢ↑ + nᵢ↓)/2)`. -/
def hubbardInteraction (U : Fin L → ℝ) (up dn : Fin L → Matrix d d ℂ) : Matrix d d ℂ :=
  ∑ i, (U i : ℂ) • siteInteraction (up i) (dn i)

/-- The value `+1` or `-1` of an Ising variable. -/
def isingSpin (b : Bool) : ℂ := if b then 1 else -1

/-- The coupling `∑ᵢ λᵢ sᵢ (nᵢ↑ - nᵢ↓)` of an Ising configuration `s` to the occupations. -/
def fieldCoupling (lam : Fin L → ℂ) (up dn : Fin L → Matrix d d ℂ) (s : Fin L → Bool) :
    Matrix d d ℂ :=
  ∑ i, (lam i * isingSpin (s i)) • (up i - dn i)
```

Q: Without Hermiticity I cannot use the spectral theorem. How do you exponentiate?

A: By the series. If P² = P then P^k = P for k ≥ 1, so for complex c

exp(cP) = 1 + Σ_{k≥1} (c^k / k!) P = (1 − P) + e^c P.

In Lean, `h2` writes the k-th term as (c^k / k!) P plus a correction 1 − P at k = 0, and `h1` sums both parts.

```lean
/-- For an idempotent `P`, `exp(c P) = (1 - P) + e^c P`. -/
theorem exp_smul_idempotent {P : Matrix d d ℂ} (hP : IsIdempotentElem P) (c : ℂ) :
    NormedSpace.exp (c • P) = (1 - P) + Complex.exp c • P := by
  have h : HasSum (fun n : ℕ => c ^ n / (n.factorial : ℂ)) (Complex.exp c) := by
    rw [Complex.exp_eq_exp_ℂ]
    exact NormedSpace.expSeries_div_hasSum_exp c
  have h1 := (h.smul_const P).add (hasSum_ite_eq (0 : ℕ) (1 - P))
  -- every power of `P` except the zeroth equals `P`
  have h2 : (fun n : ℕ => ((n.factorial : ℂ)⁻¹) • (c • P) ^ n) =
      fun n : ℕ => (c ^ n / (n.factorial : ℂ)) • P + if n = 0 then 1 - P else 0 := by
    funext n
    cases n with
    | zero => simp
    | succ n =>
      rw [smul_pow, hP.pow_succ_eq, smul_smul, if_neg (Nat.succ_ne_zero n), add_zero,
        div_eq_inv_mul]
  rw [← h2] at h1
  rw [NormedSpace.exp_eq_tsum (𝕂 := ℂ), add_comm (1 - P)]
  exact h1.tsum_eq
```

Q: And the interaction side?

A: From (n + m)² = n + m + 2nm, (n + m) nm = nm (n + m) = 2nm and (nm)² = nm,

Q² = n + m + 2nm − 8nm + 4nm = Q.

The facts `h1` to `h5` reduce the longer products to nm. Since nm − (n + m)/2 = −Q/2, for complex a

exp(−a (nm − (n + m)/2)) = (1 − Q) + e^(a/2) Q.

```lean
/-- For commuting idempotents `n`, `m` the single-occupancy operator is idempotent. -/
theorem singleOcc_idempotent {n m : Matrix d d ℂ} (hn : IsIdempotentElem n)
    (hm : IsIdempotentElem m) (hc : Commute n m) : IsIdempotentElem (singleOcc n m) := by
  have hn' : n * n = n := hn
  have hm' : m * m = m := hm
  have hc' : m * n = n * m := hc.eq.symm
  have h1 : n * (n * m) = n * m := by rw [← mul_assoc, hn']
  have h2 : m * (n * m) = n * m := by rw [← mul_assoc, hc', mul_assoc, hm']
  have h3 : n * m * n = n * m := by rw [mul_assoc, hc', h1]
  have h4 : n * m * m = n * m := by rw [mul_assoc, hm']
  have h5 : n * m * (n * m) = n * m := by rw [mul_assoc, h2, h1]
  show singleOcc n m * singleOcc n m = singleOcc n m
  simp only [singleOcc, mul_add, add_mul, mul_sub, sub_mul, smul_mul_assoc, mul_smul_comm,
    hn', hm', hc', h1, h2, h3, h4, h5]
  module

/-- For commuting idempotents, `exp(-a (n m - (n + m)/2)) = (1 - Q) + e^{a/2} Q` with `Q`
the single-occupancy operator. -/
theorem exp_siteInteraction {n m : Matrix d d ℂ} (hn : IsIdempotentElem n)
    (hm : IsIdempotentElem m) (hc : Commute n m) (a : ℂ) :
    NormedSpace.exp ((-a) • siteInteraction n m) =
      (1 - singleOcc n m) + Complex.exp (a / 2) • singleOcc n m := by
  have h : (-a) • siteInteraction n m = (a / 2) • singleOcc n m := by
    simp only [siteInteraction, singleOcc]
    module
  rw [h, exp_smul_idempotent (singleOcc_idempotent hn hm hc)]
```

Q: The field side?

A: Let x be complex, E = e^x, F = e^(−x). As n and m commute, the exponential splits:

exp(x(n − m)) = (1 + (E − 1) n)(1 + (F − 1) m) = 1 + (E − 1) n + (F − 1) m + (2 − E − F) nm,

using EF = 1. With E = cosh x + sinh x and F = cosh x − sinh x this becomes

exp(x(n − m)) = (1 − Q) + cosh x · Q + sinh x · (n − m).

`match_scalars` compares the coefficients, and `hEF` supplies EF = 1.

```lean
/-- For commuting idempotents, `exp(x (n - m)) = (1 - Q) + cosh x Q + sinh x (n - m)` with
`Q` the single-occupancy operator. -/
theorem exp_spinCoupling {n m : Matrix d d ℂ} (hn : IsIdempotentElem n)
    (hm : IsIdempotentElem m) (hc : Commute n m) (x : ℂ) :
    NormedSpace.exp (x • (n - m)) =
      (1 - singleOcc n m) + Complex.cosh x • singleOcc n m + Complex.sinh x • (n - m) := by
  have h : x • (n - m) = x • n + (-x) • m := by module
  have hEF : Complex.exp x * Complex.exp (-x) = 1 := by
    rw [← Complex.exp_add, add_neg_cancel, Complex.exp_zero]
  have hch : Complex.cosh x = (Complex.exp x + Complex.exp (-x)) / 2 := rfl
  have hsh : Complex.sinh x = (Complex.exp x - Complex.exp (-x)) / 2 := rfl
  rw [h, Matrix.exp_add_of_commute _ _ ((hc.smul_left x).smul_right (-x)),
    exp_smul_idempotent hn, exp_smul_idempotent hm, hch, hsh]
  generalize Complex.exp x = E at *
  generalize Complex.exp (-x) = F at *
  simp only [singleOcc, mul_add, add_mul, mul_sub, sub_mul, smul_mul_assoc, mul_smul_comm,
    one_mul, mul_one]
  match_scalars <;>
    first | ring1 | linear_combination hEF
```

Q: One site is not a lattice. Where does the sum over 2^L configurations come from?

A: From a general factorisation. Suppose site terms V_i commute, field terms X_i(b) commute, and exp V_i = Σ_b w_i(b) exp X_i(b) with weights w_i(b) over a finite set of local values b. Then

exp(Σ_i V_i) = Σ_s (Π_i w_i(s_i)) exp(Σ_i X_i(s_i)).

The induction on L starts from 1 = 1. The step splits off exp V_0, inserts both expansions, multiplies out, and merges exp X_0(b) with the remaining exponential. `hsplit` treats a configuration as a value on site 0 together with the rest.

```lean
/-- If the site terms `Vᵢ` commute, the field terms `Xᵢ(b)` commute, and
`exp Vᵢ = ∑_b wᵢ(b) exp Xᵢ(b)` over a finite local field, then `exp ∑ᵢ Vᵢ` is the sum over
field configurations `s` of `∏ᵢ wᵢ(sᵢ)` times `exp ∑ᵢ Xᵢ(sᵢ)`. -/
theorem exp_sum_factorise {σ : Type*} [Fintype σ] (L : ℕ) (V : Fin L → Matrix d d ℂ)
    (X : Fin L → σ → Matrix d d ℂ) (w : Fin L → σ → ℂ)
    (hV : ∀ i j, Commute (V i) (V j)) (hX : ∀ i j a b, Commute (X i a) (X j b))
    (h : ∀ i, NormedSpace.exp (V i) = ∑ b, w i b • NormedSpace.exp (X i b)) :
    NormedSpace.exp (∑ i, V i) =
      ∑ s : Fin L → σ, (∏ i, w i (s i)) • NormedSpace.exp (∑ i, X i (s i)) := by
  induction L with
  | zero => simp
  | succ L ih =>
    -- a configuration is the field on site 0 together with the fields on the rest
    have hsplit : ∀ F : (Fin (L + 1) → σ) → Matrix d d ℂ,
        ∑ s, F s = ∑ b : σ, ∑ t : Fin L → σ, F (Fin.cons b t) := by
      intro F
      rw [← (Fin.consEquiv fun _ : Fin (L + 1) => σ).sum_comp, Fintype.sum_prod_type]
      rfl
    have ih' := ih (fun i => V i.succ) (fun i => X i.succ) (fun i => w i.succ)
      (fun i j => hV _ _) (fun i j a b => hX _ _ a b) (fun i => h _)
    rw [hsplit, Fin.sum_univ_succ,
      Matrix.exp_add_of_commute _ _ (Commute.sum_right _ _ _ fun j _ => hV 0 (Fin.succ j)),
      h 0, ih', Finset.sum_mul_sum]
    refine Finset.sum_congr rfl fun b _ => Finset.sum_congr rfl fun t _ => ?_
    simp only [Fin.prod_univ_succ, Fin.sum_univ_succ, Fin.cons_zero, Fin.cons_succ]
    rw [Matrix.exp_add_of_commute _ _
        (Commute.sum_right _ _ _ fun j _ => hX 0 (Fin.succ j) b (t j)),
      smul_mul_assoc, mul_smul_comm, smul_smul]
```

For the main theorem, `hsite` averages x = ±λ_i with weight 1/2. The sinh terms cancel and leave (1 − Q) + cosh λ_i · Q, which `hlam` matches to the interaction side with a = Δτ U_i. `hS` and `hD` provide the commutations, and the L weights multiply to 2^(−L). The uniform version takes one real U and one real λ.

```lean
/-- Discrete Hubbard-Stratonovich transformation on `L` sites: if `cosh λᵢ = exp(Δτ Uᵢ/2)` with
complex `λᵢ` and the occupations are commuting idempotents, then, with `H_U` the operator
`hubbardInteraction U up dn`, `exp(-Δτ H_U) = 2^{-L} ∑_s exp(∑ᵢ λᵢ sᵢ (nᵢ↑ - nᵢ↓))`. -/
theorem lattice_discrete_HS {up dn : Fin L → Matrix d d ℂ} (hn : Occupations up dn)
    (dτ : ℝ) (U : Fin L → ℝ) (lam : Fin L → ℂ)
    (hlam : ∀ i, Complex.cosh (lam i) = Complex.exp ((dτ : ℂ) * (U i : ℂ) / 2)) :
    NormedSpace.exp ((-(dτ : ℂ)) • hubbardInteraction U up dn) =
      ((2 : ℂ) ^ L)⁻¹ • ∑ s : Fin L → Bool, NormedSpace.exp (fieldCoupling lam up dn s) := by
  have key : ∀ y j, Commute y (up j) → Commute y (dn j) →
      Commute y (siteInteraction (up j) (dn j)) := fun y j h1 h2 =>
    (h1.mul_right h2).sub_right ((h1.add_right h2).smul_right _)
  have hS : ∀ i j, Commute (siteInteraction (up i) (dn i)) (siteInteraction (up j) (dn j)) :=
    fun i j => key _ j (key _ i (hn.comm_uu j i) (hn.comm_ud j i)).symm
      (key _ i (hn.comm_ud i j).symm (hn.comm_dd j i)).symm
  have hD : ∀ i j, Commute (up i - dn i) (up j - dn j) := fun i j =>
    ((hn.comm_uu i j).sub_right (hn.comm_ud i j)).sub_left
      ((hn.comm_ud j i).symm.sub_right (hn.comm_dd i j))
  -- on each site the sinh terms cancel between s = +1 and s = -1
  have hsite : ∀ i,
      NormedSpace.exp ((-((dτ : ℂ) * (U i : ℂ))) • siteInteraction (up i) (dn i)) =
      ∑ b, (1 / 2 : ℂ) • NormedSpace.exp ((lam i * isingSpin b) • (up i - dn i)) := by
    intro i
    have e1 : lam i * isingSpin true = lam i := by simp [isingSpin]
    have e2 : lam i * isingSpin false = -lam i := by simp [isingSpin]
    have hA := exp_spinCoupling (hn.idem_up i) (hn.idem_dn i) (hn.comm_ud i i)
    rw [Fintype.sum_bool, e1, e2, hA (lam i), hA (-lam i), Complex.cosh_neg, Complex.sinh_neg,
      hlam i, exp_siteInteraction (hn.idem_up i) (hn.idem_dn i) (hn.comm_ud i i)]
    module
  have hall := exp_sum_factorise L
    (fun i => (-((dτ : ℂ) * (U i : ℂ))) • siteInteraction (up i) (dn i))
    (fun i b => (lam i * isingSpin b) • (up i - dn i)) (fun _ _ => (1 / 2 : ℂ))
    (fun i j => ((hS i j).smul_left _).smul_right _)
    (fun i j _ _ => ((hD i j).smul_left _).smul_right _) hsite
  have hL : (-(dτ : ℂ)) • hubbardInteraction U up dn =
      ∑ i, (-((dτ : ℂ) * (U i : ℂ))) • siteInteraction (up i) (dn i) := by
    simp only [hubbardInteraction, Finset.smul_sum, smul_smul, neg_mul]
  rw [hL]
  refine hall.trans ?_
  simp only [Finset.smul_sum, Finset.prod_const, Finset.card_univ, Fintype.card_fin, one_div,
    inv_pow, fieldCoupling]

/-- Uniform case: for commuting idempotent occupations and real `U`, `λ` with `cosh λ = exp(Δτ
U/2)`, `exp(-Δτ U ∑ᵢ (nᵢ↑ nᵢ↓ - (nᵢ↑ + nᵢ↓)/2)) = 2^{-L} ∑_s exp(λ ∑ᵢ sᵢ (nᵢ↑ - nᵢ↓))`. -/
theorem lattice_discrete_HS_uniform {up dn : Fin L → Matrix d d ℂ} (hn : Occupations up dn)
    (dτ U lam : ℝ) (hlam : Real.cosh lam = Real.exp (dτ * U / 2)) :
    NormedSpace.exp ((-((dτ : ℂ) * (U : ℂ))) • ∑ i, siteInteraction (up i) (dn i)) =
      ((2 : ℂ) ^ L)⁻¹ • ∑ s : Fin L → Bool,
        NormedSpace.exp ((lam : ℂ) • ∑ i, isingSpin (s i) • (up i - dn i)) := by
  have hc : Complex.cosh (lam : ℂ) = Complex.exp ((dτ : ℂ) * (U : ℂ) / 2) := by
    have h := congrArg (fun r : ℝ => (r : ℂ)) hlam
    push_cast at h
    exact h
  simpa only [hubbardInteraction, fieldCoupling, Finset.smul_sum, smul_smul, neg_mul] using
    lattice_discrete_HS hn dτ (fun _ => U) (fun _ => (lam : ℂ)) (fun _ => hc)
```

Q: Show me numbers.

A: Take λ = ln 2, so cosh λ = 5/4 and ΔτU = 2 ln(5/4) ≈ 0.446. On one site, the empty and doubly occupied states give 1 on both sides, and a singly occupied state gives 5/4 = (2 + 1/2)/2. For two sites with ↑ on site 0 and ↓ on site 1, the left side is (5/4)² = 25/16, and the right side is

(1/4) Σ_s 2^(s_0 − s_1) = (1 + 4 + 1/4 + 1)/4 = 25/16.

Q: The coupling is postulated. Does it exist?

A: A real λ exists exactly when ΔτU ≥ 0, which means repulsion or zero interaction for Δτ > 0. Necessity is cosh λ ≥ 1. Conversely, with y = exp(ΔτU/2) ≥ 1, take λ = arsinh √(y² − 1). For attraction, this coupling to n_i↑ − n_i↓ can be kept with λ = iθ, where θ is real and cos θ = exp(ΔτU/2) < 1. `lattice_discrete_HS` accepts such a λ, although no theorem here constructs that θ. A common alternative for attraction, not treated here, is a real field coupled to the charge n_i↑ + n_i↓ − 1.

```lean
/-- A real coupling `λ` with `cosh λ = exp(Δτ U/2)` exists exactly when `Δτ U ≥ 0`. -/
theorem exists_real_coupling_iff (dτ U : ℝ) :
    (∃ lam : ℝ, Real.cosh lam = Real.exp (dτ * U / 2)) ↔ 0 ≤ dτ * U := by
  constructor
  · rintro ⟨lam, h⟩
    have h1 := Real.one_le_cosh lam
    rw [h, ← Real.exp_zero, Real.exp_le_exp] at h1
    linarith
  · intro h
    have h1 : 1 ≤ Real.exp (dτ * U / 2) := by linarith [Real.add_one_le_exp (dτ * U / 2)]
    generalize Real.exp (dτ * U / 2) = y at h1
    refine ⟨Real.arsinh (Real.sqrt (y ^ 2 - 1)), ?_⟩
    have h2 : 0 ≤ y ^ 2 - 1 := by nlinarith
    have h3 : 1 + (y ^ 2 - 1) = y ^ 2 := by ring
    rw [Real.cosh_arsinh, Real.sq_sqrt h2, h3, Real.sqrt_sq (by linarith)]
```

Q: Zero matrices satisfy `Occupations` too. Is there a physical instance?

A: Label the 4^L basis states by a pair of bits per site and let `fockUp i`, `fockDn i` be diagonal with those bits as entries. `occupations_witness` shows that they satisfy the relations, with n_i↑ ≠ n_i↓ and n_i↑ n_i↓ ≠ 0 on every site.

```lean
/-- The spin-up occupation of site `i`, diagonal in the occupation-number basis. -/
def fockUp (i : Fin L) : Matrix (Fin L → Bool × Bool) (Fin L → Bool × Bool) ℂ :=
  diagonal fun c => if (c i).1 then 1 else 0

/-- The spin-down occupation of site `i`, diagonal in the occupation-number basis. -/
def fockDn (i : Fin L) : Matrix (Fin L → Bool × Bool) (Fin L → Bool × Bool) ℂ :=
  diagonal fun c => if (c i).2 then 1 else 0

/-- The diagonal occupation matrices are commuting idempotents, with `nᵢ↑ ≠ nᵢ↓` and
`nᵢ↑ nᵢ↓ ≠ 0` on every site. -/
theorem occupations_witness (L : ℕ) :
    Occupations (fockUp (L := L)) fockDn ∧
      ∀ i : Fin L, fockUp i ≠ fockDn i ∧ fockUp i * fockDn i ≠ 0 := by
  have hi : ∀ p : (Fin L → Bool × Bool) → Bool,
      IsIdempotentElem (diagonal fun c => if p c then (1 : ℂ) else 0) := by
    intro p
    unfold IsIdempotentElem
    rw [diagonal_mul_diagonal]
    congr 1
    funext c
    split_ifs <;> simp
  have hc : ∀ f g : (Fin L → Bool × Bool) → ℂ, Commute (diagonal f) (diagonal g) := by
    intro f g
    show diagonal f * diagonal g = diagonal g * diagonal f
    rw [diagonal_mul_diagonal, diagonal_mul_diagonal]
    congr 1
    funext c
    exact mul_comm _ _
  refine ⟨⟨fun i => hi fun c => (c i).1, fun i => hi fun c => (c i).2, fun _ _ => hc _ _,
    fun _ _ => hc _ _, fun _ _ => hc _ _⟩, fun i => ⟨fun h => ?_, fun h => ?_⟩⟩
  · have h1 := congrFun (congrFun h fun _ => (true, false)) fun _ => (true, false)
    simp [fockUp, fockDn] at h1
  · have h1 := congrFun (congrFun h fun _ => (true, true)) fun _ => (true, true)
    simp [fockUp, fockDn] at h1

end

end LatticeHubbardStratonovich
```

```lean
#print axioms LatticeHubbardStratonovich.exp_siteInteraction
#print axioms LatticeHubbardStratonovich.lattice_discrete_HS_uniform
#print axioms LatticeHubbardStratonovich.exists_real_coupling_iff
```

```
'LatticeHubbardStratonovich.exp_siteInteraction' depends on axioms: [propext, Classical.choice, Quot.sound]
'LatticeHubbardStratonovich.lattice_discrete_HS_uniform' depends on axioms: [propext, Classical.choice, Quot.sound]
'LatticeHubbardStratonovich.exists_real_coupling_iff' depends on axioms: [propext, Classical.choice, Quot.sound]
```

Q: So how much of auxiliary-field Monte Carlo is this?

A: It is the decoupling of the on-site interaction factor in one imaginary-time slice of a finite Hubbard lattice, where a two-body exponential becomes an average of one-body exponentials. The field couples to n_i↑ − n_i↓. It is discrete, whereas the Gaussian integral that the name Hubbard–Stratonovich also denotes has a continuous field. Hopping, Trotter error, the fermion trace and the sign of the resulting weights are not treated.
